# Two repelling electrons in a planar harmonic trap: an exact solution with energy 3 at frequency 1 in atomic units

## A linear term that cancels the repulsion

Take two electrons in a plane without any trap, at distinct positions $x$ and $y$, and let $r=|x-y|$. In two dimensions the Laplacian of the distance is $1/r$, with respect to either electron. In atomic units the kinetic energy operator therefore gives

$$-\tfrac12(\Delta_x+\Delta_y)(1+r)=-\frac1r ,$$

while the Coulomb repulsion gives $\frac1r(1+r)=\frac1r+1$. The sum is the constant 1: the singular terms have cancelled.

The function $1+r$ is not yet a solution, since a solution would have to return a multiple of $1+r$. A harmonic trap and a Gaussian factor supply the missing term proportional to $r$, and at one trap frequency its coefficient is the right one.

## The trapped pair

For a trap of frequency $\omega$ the Hamiltonian is

$$H=-\tfrac12(\Delta_x+\Delta_y)+\tfrac{\omega^2}{2}\left(|x|^2+|y|^2\right)+\frac1r .$$

The two Laplacians together act on all four Cartesian coordinates. The trial state has a slope parameter $a$:

$$\psi(x,y)=(1+ar)\,G,\qquad G=e^{-\omega S/2},\qquad S=|x|^2+|y|^2 .$$

It is the spatial part of a two-electron state, symmetric under exchange, and so belongs with a spin singlet. It is left unnormalised, which does not affect a linear equation.

## What is proved

The main theorem, `schrodinger_planar_dot`, says that for $a=\omega=1$ the equation $H\psi=3\psi$ holds at every pair of distinct positions.

A second theorem, `trialState_solves_iff`, concerns the whole family. For real $a$, $\omega$ and $E$, the equation $H\psi=E\psi$ holds at all distinct positions exactly when $a=1$, $\omega=1$ and $E=3$. The trap and the Gaussian share the same $\omega$ here, so the theorem does not address Gaussians of a different width or other correlation factors.

The Lean objects correspond to the physics as follows.

- `Plane` is $\mathbb R^2$ with its Euclidean norm, the position space of one electron.
- `planarLaplacian` adds the second derivatives along the two axes, numbered 0 and 1.
- `hamiltonian ω ψ x y` is the value of $H\psi$ at $(x,y)$. It applies the planar Laplacian once with $y$ held fixed and once with $x$ held fixed.
- `trialState a ω` is $\psi$.
- The hypothesis `x ≠ y` keeps the electrons apart, where $1/r$ is finite and $r$ is smooth.

The equation is pointwise. Square integrability, the operator's domain, behaviour at coincidence and whether 3 is the ground-state energy are not addressed.

For the trial state with $a=\omega=1$, the local energy $H\psi/\psi$ equals 3 at all distinct positions, which gives a simulation code that evaluates local energies a value to compare with.

## The derivation by hand

Move the first electron along axis $i$, from $x$ to $x+te_i$, where $e_i$ is the unit vector of that axis. Write $b=x_i-y_i$ and $c=x_i$. Both squared lengths become quadratic polynomials in $t$:

$$r(t)=\sqrt{r^2+2bt+t^2},\qquad G(t)=e^{-\omega(S+2ct+t^2)/2}.$$

The first derivatives are $r'(t)=(b+t)/r(t)$ and $G'(t)=-\omega(c+t)G(t)$. Differentiating again at $t=0$ gives

$$r''(0)=\frac1r-\frac{b^2}{r^3},\qquad G''(0)=(\omega^2c^2-\omega)G .$$

By the product rule, the second derivative of $\psi$ along the axis is

$$\left[a\left(\frac1r-\frac{b^2}{r^3}\right)-\frac{2\omega a\,cb}{r}+(1+ar)(\omega^2c^2-\omega)\right]G .$$

Now sum over both axes. The squares $b^2$ add up to $r^2$, so the first bracket becomes $2/r-1/r=1/r$. The products $cb$ add up to $x\cdot(x-y)=\tfrac12(|x|^2+r^2-|y|^2)$. Hence

$$\Delta_x\psi=\left[\frac ar-\frac{\omega a(|x|^2+r^2-|y|^2)}{r}+(1+ar)(\omega^2|x|^2-2\omega)\right]G .$$

Exchanging $x$ and $y$ gives $\Delta_y\psi$. In the sum, $|x|^2-|y|^2$ cancels against its counterpart:

$$(\Delta_x+\Delta_y)\psi=\left[\frac{2a}{r}-2\omega a r+(1+ar)(\omega^2S-4\omega)\right]G .$$

Multiply by $-\tfrac12$ and add the potential terms. The trap energy cancels the term with $\omega^2S$, and the repulsion contributes $1/r+a$. What remains depends on $r$ alone, apart from the Gaussian:

$$H\psi=\left[\frac{1-a}{r}+(2\omega+a)+3\omega a\,r\right]G .$$

For $a=\omega=1$ the bracket is $3+3r=3(1+r)$, which is the main theorem.

For the converse, suppose $H\psi=E\psi$ at all distinct positions. Dividing by $G$ gives $A/r+B+Cr=0$ for every $r>0$, with

$$A=1-a,\qquad B=2\omega+a-E,\qquad C=3\omega a-Ea .$$

Take $-3$ times the equation at $r=1$, plus 6 times the one at $r=2$, minus 3 times the one at $r=3$. The terms with $B$ and $C$ drop out and $-A=0$ is left, so $a=1$. The remaining equations give $B=C=0$, that is, $E=2\omega+1$ and $E=3\omega$. Therefore $\omega=1$ and $E=3$.

## One configuration in numbers

Let $a=\omega=1$, $x=(1,0)$ and $y=(0,0)$. Then $r=1$, $S=1$, $G=e^{-1/2}$ and $\psi=2G\approx1.213$. The two Laplacians are

$$\Delta_x\psi=[1-2+2(1-2)]G=-3G,\qquad \Delta_y\psi=[1-0+2(0-2)]G=-3G .$$

The kinetic term is thus $3G$. The potential is $\tfrac12+1=\tfrac32$, and it contributes $\tfrac32\cdot2G=3G$. The total is $6G=3\psi\approx3.639$.

## The Lean file

```lean
import Mathlib

open Filter Topology

namespace PlanarTwoElectronDot

noncomputable section

/-- The position space of one electron confined to a plane. -/
abbrev Plane := EuclideanSpace ℝ (Fin 2)

/-- The Laplacian in the plane: the sum of the second derivatives along the two Cartesian axes. -/
def planarLaplacian (f : Plane → ℝ) (x : Plane) : ℝ :=
  ∑ i, deriv (deriv fun t : ℝ => f (x + t • EuclideanSpace.single i (1 : ℝ))) 0

/-- The Hamiltonian, in atomic units, of two electrons in a planar harmonic trap of
frequency `ω` with Coulomb repulsion. -/
def hamiltonian (ω : ℝ) (ψ : Plane → Plane → ℝ) (x y : Plane) : ℝ :=
  -(planarLaplacian (fun x' => ψ x' y) x + planarLaplacian (fun y' => ψ x y') y) / 2
    + (ω ^ 2 * (‖x‖ ^ 2 + ‖y‖ ^ 2) / 2 + 1 / ‖x - y‖) * ψ x y

/-- A Gaussian pair state multiplied by a correlation factor linear in the
interelectronic distance, with slope `a`. -/
def trialState (a ω : ℝ) (x y : Plane) : ℝ :=
  (1 + a * ‖x - y‖) * Real.exp (-ω * (‖x‖ ^ 2 + ‖y‖ ^ 2) / 2)

/-- The trial state is symmetric under exchange of the two positions. -/
theorem trialState_exchange (a ω : ℝ) (x y : Plane) :
    trialState a ω x y = trialState a ω y x := by
  unfold trialState
  rw [norm_sub_rev x y, add_comm (‖x‖ ^ 2) (‖y‖ ^ 2)]

/-- Away from coincidence of the electrons, the trial state is twice continuously
differentiable in all coordinates jointly. -/
theorem trialState_contDiffAt (a ω : ℝ) {x y : Plane} (h : x ≠ y) :
    ContDiffAt ℝ 2 (fun p : Plane × Plane => trialState a ω p.1 p.2) (x, y) := by
  have h1 : ContDiffAt ℝ 2 (fun p : Plane × Plane => ‖p.1 - p.2‖) (x, y) :=
    (contDiffAt_fst.sub contDiffAt_snd).norm ℝ (sub_ne_zero.mpr h)
  have h2 : ContDiff ℝ 2 (fun p : Plane × Plane => ‖p.1‖ ^ 2 + ‖p.2‖ ^ 2) :=
    (contDiff_fst.norm_sq ℝ).add (contDiff_snd.norm_sq ℝ)
  have h3 : ContDiff ℝ 2
      (fun p : Plane × Plane => Real.exp (-ω * (‖p.1‖ ^ 2 + ‖p.2‖ ^ 2) / 2)) :=
    ((contDiff_const.mul h2).div_const 2).exp
  exact (contDiffAt_const.add (contDiffAt_const.mul h1)).mul h3.contDiffAt

/-- The squared length of a position vector shifted by `t` along a Cartesian axis. -/
theorem norm_sq_shift (x : Plane) (i : Fin 2) (t : ℝ) :
    ‖x + t • EuclideanSpace.single i (1 : ℝ)‖ ^ 2 = ‖x‖ ^ 2 + 2 * x i * t + t ^ 2 := by
  fin_cases i <;> simp [EuclideanSpace.norm_sq_eq, Fin.sum_univ_two] <;> ring

/-- The second derivative at the origin of a linear correlation factor times a Gaussian,
both restricted to a coordinate line. -/
theorem second_deriv_line (a ω b c S ρ : ℝ) (hρ : 0 < ρ) :
    deriv (deriv fun t : ℝ => (1 + a * √(ρ ^ 2 + 2 * b * t + t ^ 2)) *
      Real.exp (-ω * (S + 2 * c * t + t ^ 2) / 2)) 0 =
    (a * (1 / ρ - b ^ 2 / ρ ^ 3) - 2 * ω * a * c * b / ρ
      + (1 + a * ρ) * (ω ^ 2 * c ^ 2 - ω)) * Real.exp (-ω * S / 2) := by
  have quad : ∀ A d t : ℝ,
      HasDerivAt (fun s : ℝ => A + 2 * d * s + s ^ 2) (2 * d + 2 * t) t := by
    intro A d t
    have h := (((hasDerivAt_id' t).const_mul (2 * d)).const_add A).fun_add (hasDerivAt_pow 2 t)
    exact h.congr_deriv (by norm_num)
  have hr : ∀ t : ℝ, 0 < ρ ^ 2 + 2 * b * t + t ^ 2 →
      HasDerivAt (fun s : ℝ => √(ρ ^ 2 + 2 * b * s + s ^ 2))
        ((b + t) / √(ρ ^ 2 + 2 * b * t + t ^ 2)) t := by
    intro t ht
    refine ((quad (ρ ^ 2) b t).sqrt ht.ne').congr_deriv ?_
    rw [← mul_add, mul_div_mul_left _ _ two_ne_zero]
  have hG : ∀ t : ℝ, HasDerivAt (fun s : ℝ => Real.exp (-ω * (S + 2 * c * s + s ^ 2) / 2))
      (-(ω * (c + t)) * Real.exp (-ω * (S + 2 * c * t + t ^ 2) / 2)) t := by
    intro t
    exact (((quad S c t).const_mul (-ω)).div_const 2).exp.congr_deriv (by ring)
  have h0 : (0 : ℝ) < ρ ^ 2 + 2 * b * 0 + 0 ^ 2 := by
    have : 0 < ρ ^ 2 := by positivity
    linarith
  have hcont : Continuous fun t : ℝ => ρ ^ 2 + 2 * b * t + t ^ 2 := by fun_prop
  have hpos : ∀ᶠ t : ℝ in 𝓝 0, 0 < ρ ^ 2 + 2 * b * t + t ^ 2 :=
    (hcont.tendsto 0).eventually (lt_mem_nhds h0)
  -- the first derivative is known in a whole neighbourhood, so it can be differentiated again
  have hfirst := hpos.mono fun t ht =>
    ((((hr t ht).const_mul a).const_add 1).fun_mul (hG t)).deriv
  rw [EventuallyEq.deriv_eq hfirst]
  have hs : √(ρ ^ 2 + 2 * b * 0 + 0 ^ 2) = ρ := by
    rw [show ρ ^ 2 + 2 * b * 0 + 0 ^ 2 = ρ ^ 2 by ring, Real.sqrt_sq hρ.le]
  have he : Real.exp (-ω * (S + 2 * c * 0 + 0 ^ 2) / 2) = Real.exp (-ω * S / 2) := by
    rw [show S + 2 * c * 0 + 0 ^ 2 = S by ring]
  have hb : HasDerivAt (fun s : ℝ => b + s) 1 0 := (hasDerivAt_id' 0).const_add b
  have hc : HasDerivAt (fun s : ℝ => c + s) 1 0 := (hasDerivAt_id' 0).const_add c
  have h := (((hb.fun_div (hr 0 h0) (Real.sqrt_pos.mpr h0).ne').const_mul a).fun_mul
    (hG 0)).fun_add ((((hr 0 h0).const_mul a).const_add 1).fun_mul
      ((hc.const_mul ω).fun_neg.fun_mul (hG 0)))
  refine h.deriv.trans ?_
  simp only [hs, he]
  generalize Real.exp (-ω * S / 2) = G
  field_simp
  ring

/-- The Laplacian of the trial state with respect to one electron, at distinct positions. -/
theorem laplacian_trialState (a ω : ℝ) {x y : Plane} (h : x ≠ y) :
    planarLaplacian (fun x' => trialState a ω x' y) x =
      (a / ‖x - y‖ - ω * a * (‖x‖ ^ 2 + ‖x - y‖ ^ 2 - ‖y‖ ^ 2) / ‖x - y‖
        + (1 + a * ‖x - y‖) * (ω ^ 2 * ‖x‖ ^ 2 - 2 * ω))
        * Real.exp (-ω * (‖x‖ ^ 2 + ‖y‖ ^ 2) / 2) := by
  have hρ : 0 < ‖x - y‖ := norm_pos_iff.mpr (sub_ne_zero.mpr h)
  have hline : ∀ i : Fin 2,
      (fun t : ℝ => trialState a ω (x + t • EuclideanSpace.single i (1 : ℝ)) y) =
      fun t : ℝ => (1 + a * √(‖x - y‖ ^ 2 + 2 * (x i - y i) * t + t ^ 2)) *
        Real.exp (-ω * ((‖x‖ ^ 2 + ‖y‖ ^ 2) + 2 * x i * t + t ^ 2) / 2) := by
    intro i
    funext t
    have h1 := norm_sq_shift (x - y) i t
    rw [PiLp.sub_apply] at h1
    have h2 : ‖x + t • EuclideanSpace.single i (1 : ℝ)‖ ^ 2 + ‖y‖ ^ 2 =
        (‖x‖ ^ 2 + ‖y‖ ^ 2) + 2 * x i * t + t ^ 2 := by
      rw [norm_sq_shift]; ring
    simp only [trialState]
    rw [h2, ← h1, Real.sqrt_sq (norm_nonneg _), add_sub_right_comm]
  have hr : ‖x - y‖ ^ 2 = (x 0 - y 0) ^ 2 + (x 1 - y 1) ^ 2 := by
    simp [EuclideanSpace.norm_sq_eq, Fin.sum_univ_two]
  have hx : ‖x‖ ^ 2 = x 0 ^ 2 + x 1 ^ 2 := by
    simp [EuclideanSpace.norm_sq_eq, Fin.sum_univ_two]
  have hy : ‖y‖ ^ 2 = y 0 ^ 2 + y 1 ^ 2 := by
    simp [EuclideanSpace.norm_sq_eq, Fin.sum_univ_two]
  unfold planarLaplacian
  rw [Fin.sum_univ_two, hline 0, hline 1, second_deriv_line _ _ _ _ _ _ hρ,
    second_deriv_line _ _ _ _ _ _ hρ]
  generalize Real.exp (-ω * (‖x‖ ^ 2 + ‖y‖ ^ 2) / 2) = G
  generalize ‖x - y‖ = r at *
  have hinv : 1 / r = r ^ 2 / r ^ 3 := by field_simp
  -- sum the two axes with the Pythagorean theorem
  linear_combination G * a * hinv + G * a / r ^ 3 * hr
    + ω * a * G / r * (hx + hr - hy) - (1 + a * r) * ω ^ 2 * G * hx

/-- At distinct positions, the Hamiltonian acting on the trial state gives the Gaussian times an
explicit function of the interelectronic distance alone. -/
theorem hamiltonian_trialState (a ω : ℝ) {x y : Plane} (h : x ≠ y) :
    hamiltonian ω (trialState a ω) x y =
      ((1 - a) / ‖x - y‖ + (2 * ω + a) + 3 * ω * a * ‖x - y‖)
        * Real.exp (-ω * (‖x‖ ^ 2 + ‖y‖ ^ 2) / 2) := by
  have hρ : ‖x - y‖ ≠ 0 := norm_ne_zero_iff.mpr (sub_ne_zero.mpr h)
  -- exchange symmetry supplies the Laplacian of the second electron
  have hswap : (fun y' => trialState a ω x y') = fun y' => trialState a ω y' x :=
    funext fun y' => trialState_exchange a ω x y'
  unfold hamiltonian
  rw [hswap, laplacian_trialState a ω h, laplacian_trialState a ω h.symm,
    norm_sub_rev y x, add_comm (‖y‖ ^ 2) (‖x‖ ^ 2)]
  unfold trialState
  generalize Real.exp (-ω * (‖x‖ ^ 2 + ‖y‖ ^ 2) / 2) = G
  field_simp
  ring

/-- At distinct positions, `(1 + |x - y|) exp(-(|x|² + |y|²)/2)` satisfies the two-electron
Schrödinger equation in the planar trap of frequency 1, with energy 3. -/
theorem schrodinger_planar_dot {x y : Plane} (h : x ≠ y) :
    hamiltonian 1 (fun x y => (1 + ‖x - y‖) * Real.exp (-(‖x‖ ^ 2 + ‖y‖ ^ 2) / 2)) x y =
      3 * ((1 + ‖x - y‖) * Real.exp (-(‖x‖ ^ 2 + ‖y‖ ^ 2) / 2)) := by
  have hψ : (fun x y : Plane => (1 + ‖x - y‖) * Real.exp (-(‖x‖ ^ 2 + ‖y‖ ^ 2) / 2)) =
      trialState 1 1 := by
    funext x y
    simp only [trialState, neg_mul, one_mul]
  rw [hψ, hamiltonian_trialState 1 1 h]
  simp only [neg_mul, one_mul]
  ring

/-- A trial state of slope `a` solves the Schrödinger equation in its own trap of frequency `ω`
with energy `E`, at all distinct positions, exactly when `a = 1`, `ω = 1` and `E = 3`. -/
theorem trialState_solves_iff (a ω E : ℝ) :
    (∀ x y : Plane, x ≠ y →
      hamiltonian ω (trialState a ω) x y = E * trialState a ω x y) ↔
      a = 1 ∧ ω = 1 ∧ E = 3 := by
  constructor
  · intro H
    have key : ∀ r : ℝ, 0 < r →
        (1 - a) / r + (2 * ω + a) + 3 * ω * a * r = E * (1 + a * r) := by
      intro r hr
      have hn : ‖(EuclideanSpace.single 0 r : Plane) - 0‖ = r := by
        rw [sub_zero, PiLp.norm_single, Real.norm_eq_abs, abs_of_pos hr]
      have hne : (EuclideanSpace.single 0 r : Plane) ≠ 0 := by
        intro h
        rw [h, sub_self, norm_zero] at hn
        linarith
      have e := H _ _ hne
      rw [hamiltonian_trialState a ω hne] at e
      unfold trialState at e
      rw [hn, ← mul_assoc] at e
      exact mul_right_cancel₀ (Real.exp_ne_zero _) e
    -- three separations determine the three parameters
    have k1 := key 1 (by norm_num)
    have k2 := key 2 (by norm_num)
    have k3 := key 3 (by norm_num)
    have ha : a = 1 := by linear_combination -3 * k1 + 6 * k2 - 3 * k3
    subst ha
    refine ⟨rfl, ?_, ?_⟩ <;> linarith
  · rintro ⟨rfl, rfl, rfl⟩ x y h
    rw [hamiltonian_trialState 1 1 h]
    unfold trialState
    ring

end

end PlanarTwoElectronDot
```

```lean
#print axioms PlanarTwoElectronDot.trialState_contDiffAt
#print axioms PlanarTwoElectronDot.schrodinger_planar_dot
#print axioms PlanarTwoElectronDot.trialState_solves_iff
```

```
'PlanarTwoElectronDot.trialState_contDiffAt' depends on axioms: [propext, Classical.choice, Quot.sound]
'PlanarTwoElectronDot.schrodinger_planar_dot' depends on axioms: [propext, Classical.choice, Quot.sound]
'PlanarTwoElectronDot.trialState_solves_iff' depends on axioms: [propext, Classical.choice, Quot.sound]
```

## How the proof follows the calculation

**Smoothness and symmetry.** `trialState_exchange` proves the exchange symmetry. `trialState_contDiffAt` shows that the trial state is twice continuously differentiable in all coordinates jointly when the positions differ. This matters because Lean's `deriv` returns 0 where a derivative does not exist; here the derivatives in the Hamiltonian are genuine.

**One coordinate line.** `norm_sq_shift` expands the squared length of a shifted vector. `second_deriv_line` is the one-variable calculation, with `ρ` for the distance at $t=0$. Its local facts `hr` and `hG` are the two first derivatives above. To differentiate a second time, one needs the first derivative on a neighbourhood of 0 and not only at 0 itself. The fact `hpos` provides this: the polynomial under the root is positive at 0, and by continuity also nearby. The product and quotient rules then give the second derivative, and `field_simp` and `ring` bring it to the stated form.

**Both axes.** In `laplacian_trialState`, `hline` identifies the trial state on each coordinate line with the function just treated. The facts `hr`, `hx` and `hy` express the three squared lengths in coordinates. The final `linear_combination` uses them to carry out the sums of $b^2$ and $cb$.

**The second electron.** `hamiltonian_trialState` uses `hswap`, a consequence of exchange symmetry, to apply the same Laplacian formula with the positions interchanged. The cancellations that leave a function of $r$ times the Gaussian are done by `field_simp` and `ring`.

**The two theorems.** `schrodinger_planar_dot` recognises the explicit function as `trialState 1 1` and inserts the general formula. For the converse in `trialState_solves_iff`, `key` places one electron at the origin and the other at distance $r$ along axis 0, then cancels the nonzero exponential. The equations `k1`, `k2` and `k3` are those at separations 1, 2 and 3. They are combined with the coefficients $-3$, $6$ and $-3$ to obtain $a=1$, and `linarith` finds $\omega$ and $E$.
